# Scalar coupling does not shift the $F_+$ transitions of two equivalent spins 1/2

Spin operators are dimensionless, and energies are in frequency units, so $\nu_1$, $\nu_2$ and $J$ share one unit. Two-spin operators are complex matrices indexed by pairs from `Fin 2 × Fin 2`, the first entry for spin 1, with 0 for up and 1 for down.

```lean
import Mathlib

open Matrix
open scoped Kronecker

namespace EquivalentSpinPair

noncomputable section

/-- Operators on the state space of two spins 1/2; index 0 is spin up, index 1 is spin down. -/
abbrev TwoSpinOp := Matrix (Fin 2 × Fin 2) (Fin 2 × Fin 2) ℂ
```

The single-spin components are half the Pauli matrices.

```lean
/-- The x component of a single spin 1/2. -/
def Ix : Matrix (Fin 2) (Fin 2) ℂ := !![0, 1 / 2; 1 / 2, 0]

/-- The y component of a single spin 1/2. -/
def Iy : Matrix (Fin 2) (Fin 2) ℂ := !![0, -Complex.I / 2; Complex.I / 2, 0]

/-- The z component of a single spin 1/2. -/
def Iz : Matrix (Fin 2) (Fin 2) ℂ := !![1 / 2, 0; 0, -1 / 2]
```

The raising operators are $I_+ = I_x + iI_y$ for one spin and $F_+ = I_{1+} + I_{2+}$ for the pair. The Kronecker product `⊗ₖ` with the identity on one side selects the spin that is acted on.

```lean
/-- The raising operator `Ix + i Iy` of a single spin 1/2. -/
def Iplus : Matrix (Fin 2) (Fin 2) ℂ := Ix + Complex.I • Iy

/-- The total raising operator of the two spins. -/
def Fplus : TwoSpinOp := Iplus ⊗ₖ 1 + 1 ⊗ₖ Iplus
```

The coupling operator is $\mathbf I_1\cdot\mathbf I_2 = I_{1x}I_{2x}+I_{1y}I_{2y}+I_{1z}I_{2z}$, and the exchange operator $P$ sends $|ab\rangle$ to $|ba\rangle$.

```lean
/-- The scalar coupling operator `I₁ · I₂`. -/
def spinDot : TwoSpinOp := Ix ⊗ₖ Ix + Iy ⊗ₖ Iy + Iz ⊗ₖ Iz

/-- The operator that exchanges the states of the two spins. -/
def exchange : TwoSpinOp :=
  Matrix.of fun p q => if p.1 = q.2 ∧ p.2 = q.1 then 1 else 0
```

The Hamiltonian is
$$H = \nu_1 I_{1z} + \nu_2 I_{2z} + J\,\mathbf I_1\cdot\mathbf I_2 .$$
With the positive sign, up lies above down when $\nu>0$. Equivalence here means $\nu_1=\nu_2=\nu$, as for two nuclei of the same isotope that feel the same local field. The model is an isolated pair with isotropic coupling, without relaxation or further spins.

```lean
/-- The two-spin Hamiltonian with resonance frequencies `ν₁`, `ν₂` and scalar coupling `J`. -/
def hamiltonian (ν₁ ν₂ J : ℝ) : TwoSpinOp :=
  (ν₁ : ℂ) • (Iz ⊗ₖ 1) + (ν₂ : ℂ) • (1 ⊗ₖ Iz) + (J : ℂ) • spinDot
```

Two states serve as an example later: $|{\uparrow\uparrow}\rangle$ and $s = |{\uparrow\downarrow}\rangle+|{\downarrow\uparrow}\rangle$, which has norm $\sqrt2$.

```lean
/-- The state with both spins up. -/
def upUp : Fin 2 × Fin 2 → ℂ := fun p => if p.1 = 0 ∧ p.2 = 0 then 1 else 0

/-- The unnormalised symmetric sum of the up-down and down-up states. -/
def symmetricZero : Fin 2 × Fin 2 → ℂ := fun p => if p.1 = p.2 then 0 else 1
```

## The coupling commutes with $F_+$

The upper right entry of $I_+$ is $\tfrac12 + i(-\tfrac i2) = 1$, the lower left is $\tfrac12 + i\cdot\tfrac i2 = 0$, and the diagonal vanishes.

```lean
/-- The raising operator has a single nonzero entry, which takes spin down to spin up. -/
theorem Iplus_eq : Iplus = !![0, 1; 0, 0] := by
  ext i j
  fin_cases i <;> fin_cases j <;>
    simp [Iplus, Ix, Iy, ← mul_div_assoc] <;> norm_num
```

Write $\mathbf I_1\cdot\mathbf I_2 = I_{1z}I_{2z} + \tfrac12(I_{1+}I_{2-}+I_{1-}I_{2+})$, with $I_-=I_x-iI_y$. On parallel spins this gives $\tfrac14$. It sends $|{\uparrow\downarrow}\rangle$ to $-\tfrac14|{\uparrow\downarrow}\rangle+\tfrac12|{\downarrow\uparrow}\rangle$, and likewise with the spins swapped. Hence $\mathbf I_1\cdot\mathbf I_2 = \tfrac12P-\tfrac14$. Lean compares all sixteen entries.

```lean
/-- Dirac's exchange identity: `I₁ · I₂` is half the exchange operator minus one quarter. -/
theorem spinDot_eq_exchange :
    spinDot = (1 / 2 : ℂ) • exchange - (1 / 4 : ℂ) • (1 : TwoSpinOp) := by
  ext ⟨i, j⟩ ⟨k, l⟩
  fin_cases i <;> fin_cases j <;> fin_cases k <;> fin_cases l <;>
    simp [spinDot, exchange, Ix, Iy, Iz, div_mul_div_comm] <;> norm_num
```

Exchanging after $A\otimes B$ is the same as exchanging first and then applying $B\otimes A$:
$$P(A\otimes B) = (B\otimes A)P .$$

```lean
/-- Moving the exchange operator past a product operator swaps its two factors. -/
theorem exchange_mul_kronecker (A B : Matrix (Fin 2) (Fin 2) ℂ) :
    exchange * (A ⊗ₖ B) = (B ⊗ₖ A) * exchange := by
  ext ⟨i, j⟩ ⟨k, l⟩
  fin_cases i <;> fin_cases j <;> fin_cases k <;> fin_cases l <;>
    simp [exchange, Matrix.mul_apply, Fintype.sum_prod_type, Fin.sum_univ_two] <;> ring
```

Applied to both terms of $F_+$, this only reorders the sum, so $PF_+=F_+P$. The identity commutes with everything, and therefore $[\mathbf I_1\cdot\mathbf I_2, F_+]=0$.

```lean
/-- The scalar coupling commutes with the total raising operator. -/
theorem spinDot_mul_Fplus : spinDot * Fplus = Fplus * spinDot := by
  have h : exchange * Fplus = Fplus * exchange := by
    rw [Fplus, mul_add, add_mul, exchange_mul_kronecker, exchange_mul_kronecker, add_comm]
  rw [spinDot_eq_exchange, sub_mul, mul_sub, Matrix.smul_mul, Matrix.smul_mul,
    Matrix.mul_smul, Matrix.mul_smul, h, one_mul, mul_one]
```

## The commutator with the Hamiltonian

For one spin, $I_zI_+=\tfrac12I_+$ and $I_+I_z=-\tfrac12I_+$, so $[I_z,I_+]=I_+$. Operators on different spins commute, which leaves
$$[H,F_+] = \nu_1I_{1+}+\nu_2I_{2+}.$$
In the proof, `h₁` and `h₂` are the two Zeeman commutators; `spinDot_mul_Fplus` brings the two coupling terms to the same form, and `module` cancels them and collects the rest.

```lean
/-- For arbitrary resonance frequencies, the commutator of the Hamiltonian with the total
raising operator is the sum of the single-spin raising operators weighted by frequency. -/
theorem commutator_general (ν₁ ν₂ J : ℝ) :
    hamiltonian ν₁ ν₂ J * Fplus - Fplus * hamiltonian ν₁ ν₂ J =
      (ν₁ : ℂ) • (Iplus ⊗ₖ 1) + (ν₂ : ℂ) • (1 ⊗ₖ Iplus) := by
  -- the commutator of each spin's z component with `Fplus` is that spin's raising operator
  have h₁ : (Iz ⊗ₖ 1) * Fplus - Fplus * (Iz ⊗ₖ 1) = Iplus ⊗ₖ 1 := by
    ext ⟨i, j⟩ ⟨k, l⟩
    fin_cases i <;> fin_cases j <;> fin_cases k <;> fin_cases l <;>
      norm_num [Fplus, Iplus_eq, Iz, Matrix.mul_apply, Fintype.sum_prod_type,
        Fin.sum_univ_two, Matrix.one_apply]
  have h₂ : (1 ⊗ₖ Iz) * Fplus - Fplus * (1 ⊗ₖ Iz) = 1 ⊗ₖ Iplus := by
    ext ⟨i, j⟩ ⟨k, l⟩
    fin_cases i <;> fin_cases j <;> fin_cases k <;> fin_cases l <;>
      norm_num [Fplus, Iplus_eq, Iz, Matrix.mul_apply, Fintype.sum_prod_type,
        Fin.sum_univ_two, Matrix.one_apply]
  rw [← h₁, ← h₂]
  simp only [hamiltonian, add_mul, mul_add, Matrix.smul_mul, Matrix.mul_smul]
  rw [spinDot_mul_Fplus]
  module
```

Setting $\nu_1=\nu_2=\nu$ gives $[H,F_+]=\nu F_+$.

```lean
/-- For equivalent spins the commutator of the Hamiltonian with the total raising operator
is the common resonance frequency times that operator. -/
theorem commutator_equivalent (ν J : ℝ) :
    hamiltonian ν ν J * Fplus - Fplus * hamiltonian ν ν J = (ν : ℂ) • Fplus := by
  rw [commutator_general, Fplus, smul_add]
```

Conversely, suppose $[H,F_+]=cF_+$. The entry from $|{\downarrow\uparrow}\rangle$ to $|{\uparrow\uparrow}\rangle$ reads $\nu_1=c$, and the one from $|{\uparrow\downarrow}\rangle$ reads $\nu_2=c$, so the frequencies coincide. This characterises the operator identity, not the spectrum of an inequivalent pair.

```lean
/-- The commutator of the Hamiltonian with the total raising operator is a multiple of that
operator exactly when the two resonance frequencies coincide. -/
theorem commutator_proportional_iff (ν₁ ν₂ J : ℝ) :
    (∃ c : ℂ, hamiltonian ν₁ ν₂ J * Fplus - Fplus * hamiltonian ν₁ ν₂ J = c • Fplus) ↔
      ν₁ = ν₂ := by
  constructor
  · rintro ⟨c, hc⟩
    rw [commutator_general] at hc
    -- compare the entries that raise the first and the second spin
    have h₁ := congrFun (congrFun hc (0, 0)) (1, 0)
    have h₂ := congrFun (congrFun hc (0, 0)) (0, 1)
    simp [Fplus, Iplus_eq] at h₁ h₂
    exact_mod_cast h₁.trans h₂.symm
  · rintro rfl
    exact ⟨ν₁, commutator_equivalent ν₁ J⟩
```

## From the commutator to the line position

The spin components are Hermitian and the parameters real, so $H^\dagger=H$.

```lean
/-- The two-spin Hamiltonian is Hermitian. -/
theorem hamiltonian_isHermitian (ν₁ ν₂ J : ℝ) : (hamiltonian ν₁ ν₂ J).IsHermitian := by
  ext ⟨i, j⟩ ⟨k, l⟩
  fin_cases i <;> fin_cases j <;> fin_cases k <;> fin_cases l <;>
    simp [hamiltonian, spinDot_eq_exchange, exchange, Iz]
```

Let $Hu=Eu$ and $Hw=E'w$, with $E,E'$ real, and let $a=\langle u,F_+w\rangle$, written `star u ⬝ᵥ (Fplus *ᵥ w)`. Then
$$\nu a = \langle u,HF_+w\rangle-\langle u,F_+Hw\rangle = Ea-E'a .$$
If $a\neq0$, division gives $E-E'=\nu$.

The proof turns on `Matrix.dotProduct_mulVec`, which regroups $u^\dagger(Hx)$ as $(u^\dagger H)x$. Mathlib distinguishes a matrix acting on a column, `*ᵥ`, from a row acting on a matrix, `ᵥ*`; `hleft` supplies $u^\dagger H=Eu^\dagger$ from Hermiticity. This is the bra-ket habit of letting $H$ act to the left. Finally, `mul_right_cancel₀` removes $a$.

```lean
/-- For equivalent spins, two energy eigenvectors connected by the total raising operator
have energies that differ by exactly the resonance frequency, for every coupling `J`. -/
theorem transition_frequency (ν J E E' : ℝ) (u w : Fin 2 × Fin 2 → ℂ)
    (hu : hamiltonian ν ν J *ᵥ u = (E : ℂ) • u)
    (hw : hamiltonian ν ν J *ᵥ w = (E' : ℂ) • w)
    (hne : star u ⬝ᵥ (Fplus *ᵥ w) ≠ 0) : E - E' = ν := by
  -- the Hamiltonian acts to the left on the final state
  have hleft : star u ᵥ* hamiltonian ν ν J = (E : ℂ) • star u := by
    have h := Matrix.star_mulVec (hamiltonian ν ν J) u
    rw [(hamiltonian_isHermitian ν ν J).eq, hu] at h
    rw [← h]
    simp [star_smul]
  have hc := congrArg (fun M : TwoSpinOp => star u ⬝ᵥ (M *ᵥ w)) (commutator_equivalent ν J)
  simp only [Matrix.sub_mulVec, dotProduct_sub, ← Matrix.mulVec_mulVec] at hc
  rw [hw, Matrix.dotProduct_mulVec (star u) (hamiltonian ν ν J), hleft] at hc
  simp only [Matrix.mulVec_smul, Matrix.smul_mulVec, smul_dotProduct, dotProduct_smul,
    smul_eq_mul] at hc
  -- cancel the nonzero transition amplitude
  have h : (E : ℂ) - E' = ν := mul_right_cancel₀ hne (by linear_combination hc)
  exact_mod_cast h
```

The example shows such a transition for every $\nu$ and $J$. On $|{\uparrow\uparrow}\rangle$ the Zeeman terms add to $\nu$, and on $s$ they cancel; the coupling contributes $J/4$ to both. Since $F_+s=2|{\uparrow\uparrow}\rangle$, the amplitude is 2, or $\sqrt2$ with $s$ normalised.

```lean
/-- The up-up state and the symmetric sum of up-down and down-up are eigenvectors with
energies `ν + J/4` and `J/4`, and the raising operator connects them with amplitude 2. -/
theorem transition_frequency_witness (ν J : ℝ) :
    hamiltonian ν ν J *ᵥ upUp = ((ν + J / 4 : ℝ) : ℂ) • upUp ∧
    hamiltonian ν ν J *ᵥ symmetricZero = ((J / 4 : ℝ) : ℂ) • symmetricZero ∧
    star upUp ⬝ᵥ (Fplus *ᵥ symmetricZero) = 2 := by
  refine ⟨?_, ?_, ?_⟩
  · ext ⟨i, j⟩
    fin_cases i <;> fin_cases j <;>
      simp [hamiltonian, spinDot_eq_exchange, exchange, Iz, upUp, Matrix.mulVec, dotProduct,
        Fintype.sum_prod_type, Fin.sum_univ_two, Matrix.one_apply]
    ring
  · ext ⟨i, j⟩
    fin_cases i <;> fin_cases j <;>
      simp [hamiltonian, spinDot_eq_exchange, exchange, Iz, symmetricZero, Matrix.mulVec,
        dotProduct, Fintype.sum_prod_type, Fin.sum_univ_two, Matrix.one_apply] <;> ring
  · norm_num [Fplus, Iplus_eq, upUp, symmetricZero, Matrix.mulVec, dotProduct,
      Fintype.sum_prod_type, Fin.sum_univ_two, Matrix.one_apply]

end

end EquivalentSpinPair
```

```lean
#print axioms EquivalentSpinPair.commutator_proportional_iff
-- 'EquivalentSpinPair.commutator_proportional_iff' depends on axioms: [propext, Classical.choice, Quot.sound]
#print axioms EquivalentSpinPair.transition_frequency
-- 'EquivalentSpinPair.transition_frequency' depends on axioms: [propext, Classical.choice, Quot.sound]
```

## In a simulated spectrum

A program that diagonalises $H$ for an isolated pair with $\nu_1=\nu_2=\nu$ can transform $F_+$ to the eigenbasis and place a line at $E-E'$ for each nonzero element, with intensity proportional to $|a|^2$ at equal population differences. Every such line falls at $\nu$, so its position carries no information about $J$. In floating-point arithmetic, forbidden elements may appear as rounding noise, and a threshold should discard them before frequencies are listed.
